# A convex pair potential with zero value and zero slope at its cutoff is nonnegative and nonincreasing up to it

The repulsive pair energy is modelled as a function $V:\mathbb R\to\mathbb R$ of the interatomic distance $r$, with assumptions placed on it only between a shortest distance $r_0$ and a cutoff $r_c$. Convexity there is `ConvexOn ℝ (Icc r0 rc) V`. The slope at the cutoff is one-sided, `HasDerivWithinAt V 0 (Icc r0 rc) rc`, so nothing is assumed about $V$ beyond $r_c$.

The conditions $V(r_c)=0$ and $V'(r_c)=0$ express that energy and force both fade to zero at the cutoff. Convexity is a shape constraint imposed on the potential, not derived from electronic structure. When it is imposed on a fitted pair repulsion in density-functional tight binding (DFTB), it rules out oscillations of that term and of its slope with distance. The curvature may still oscillate, and the total energy need not be convex.

In Lean 4 with Mathlib:

```lean
import Mathlib

open Set Filter Topology

namespace DFTBRepulsion

noncomputable section
```

## Sign, decay and force

For $r<r_c$, convexity bounds the slope of the chord to the cutoff by the slope at its right end:

$$\frac{V(r_c)-V(r)}{r_c-r}\le V'(r_c)=0 .$$

Since $V(r_c)=0$, this gives $V(r)\ge 0$. For $r\le s\le r_c$, a convex function on $[r,r_c]$ is at most the larger of its end values, so $V(s)\le\max(V(r),0)=V(r)$. The two steps are `slope_le_of_hasDerivWithinAt` and `le_max_of_mem_Icc`.

```lean
/-- A convex pair potential that vanishes with zero slope at the cutoff `rc` is nonnegative
and nonincreasing on `[r0, rc]`. -/
theorem nonneg_and_antitone {V : ℝ → ℝ} {r0 rc : ℝ} (hV : ConvexOn ℝ (Icc r0 rc) V)
    (h0 : V rc = 0) (h1 : HasDerivWithinAt V 0 (Icc r0 rc) rc) :
    (∀ r ∈ Icc r0 rc, 0 ≤ V r) ∧ AntitoneOn V (Icc r0 rc) := by
  have hpos : ∀ r ∈ Icc r0 rc, 0 ≤ V r := by
    intro r hr
    rcases eq_or_lt_of_le hr.2 with h | h
    · rw [h, h0]
    · -- the signed slope of the chord from r to rc is at most the slope at rc
      have hs := hV.slope_le_of_hasDerivWithinAt hr ⟨hr.1.trans hr.2, le_rfl⟩ h h1
      rw [slope_def_field, div_le_iff₀ (sub_pos.mpr h), h0] at hs
      linarith
  refine ⟨hpos, fun r hr s hs hrs => ?_⟩
  have hm := hV.le_max_of_mem_Icc hr ⟨hr.1.trans hr.2, le_rfl⟩ ⟨hrs, hs.2⟩
  rwa [h0, max_eq_left (hpos r hr)] at hm
```

Where $V$ is still positive, the decay is strict. Take $r<s\le r_c$ with $V(r)>0$ and write

$$s=\lambda r+(1-\lambda)r_c,\qquad \lambda=\frac{r_c-s}{r_c-r},\qquad 0\le\lambda<1 .$$

Convexity and $V(r_c)=0$ give $V(s)\le\lambda V(r)<V(r)$. The slope at the cutoff is not needed here. In the code, `e` is the identity for $s$ and `hw` is $\lambda<1$.

```lean
/-- Let `V` be convex on `[r0, rc]` with `V rc = 0`. If `V` is positive at a distance `r ≥ r0`, then
it is strictly smaller at every `s` with `r < s ≤ rc`. -/
theorem strict_decay {V : ℝ → ℝ} {r0 rc r s : ℝ} (hV : ConvexOn ℝ (Icc r0 rc) V)
    (h0 : V rc = 0) (hr : r0 ≤ r) (hrs : r < s) (hs : s ≤ rc) (hpos : 0 < V r) :
    V s < V r := by
  have hd : 0 < rc - r := by linarith
  -- s is a weighted mean of r and rc
  have hrm : r ∈ Icc r0 rc := ⟨hr, by linarith⟩
  have hcm : rc ∈ Icc r0 rc := ⟨by linarith, le_rfl⟩
  have ha : 0 ≤ (rc - s) / (rc - r) := div_nonneg (by linarith) hd.le
  have hb : 0 ≤ (s - r) / (rc - r) := div_nonneg (by linarith) hd.le
  have hab : (rc - s) / (rc - r) + (s - r) / (rc - r) = 1 := by
    rw [← add_div, div_eq_iff hd.ne']
    ring
  have h := hV.2 hrm hcm ha hb hab
  have e : (rc - s) / (rc - r) * r + (s - r) / (rc - r) * rc = s := by
    rw [div_mul_eq_mul_div, div_mul_eq_mul_div, ← add_div, div_eq_iff hd.ne']
    ring
  simp only [smul_eq_mul] at h
  rw [e, h0, mul_zero, add_zero] at h
  have hw : (rc - s) / (rc - r) < 1 := by
    rw [div_lt_one hd]
    linarith
  nlinarith
```

Now let $V$ have slope $D(r)$ throughout the interval, one-sided at the ends. For $r<s$,

$$D(r)\le\frac{V(s)-V(r)}{s-r}\le D(s),$$

so $D$ is nondecreasing, and $D(r_c)=0$ forces $D\le 0$. The force $-D$ is therefore never attractive and never grows with distance.

```lean
/-- For a potential differentiable and convex on `[r0, rc]` with zero slope at `rc`, the slope `D`
is nonpositive and nondecreasing there: the force `-D` is never attractive and does not grow with
distance. -/
theorem force_repulsive {V D : ℝ → ℝ} {r0 rc : ℝ} (hV : ConvexOn ℝ (Icc r0 rc) V)
    (hD : ∀ r ∈ Icc r0 rc, HasDerivWithinAt V (D r) (Icc r0 rc) r) (h1 : D rc = 0) :
    (∀ r ∈ Icc r0 rc, D r ≤ 0) ∧ MonotoneOn D (Icc r0 rc) := by
  have hm : MonotoneOn D (Icc r0 rc) := by
    intro r hr s hs hrs
    rcases eq_or_lt_of_le hrs with h | h
    · rw [h]
    · exact (hV.le_slope_of_hasDerivWithinAt hr hs h (hD r hr)).trans
        (hV.slope_le_of_hasDerivWithinAt hr hs h (hD s hs))
  refine ⟨fun r hr => ?_, hm⟩
  rw [← h1]
  exact hm hr ⟨hr.1.trans hr.2, le_rfl⟩ hr.2
```

## Polynomial repulsion and its derivatives

A concrete form is a sum of truncated powers with real coefficients $c_k$:

$$U(r)=\sum_{k=3}^{n}c_k\,\max(r_c-r,0)^k .$$

It is defined at every real $r$ and vanishes beyond the cutoff; for $n<3$ the sum is empty and $U=0$. A quadratic term, which polynomial repulsions in DFTB may also contain, is left out here: with $c_2\neq0$ the second derivative would jump at the cutoff.

```lean
/-- The polynomial repulsion `∑ c_k max(rc - r, 0)^k`, with `k` from 3 to `n`. -/
def repulsion (c : ℕ → ℝ) (n : ℕ) (rc r : ℝ) : ℝ :=
  ∑ k ∈ Finset.Icc 3 n, c k * max (rc - r) 0 ^ k
```

Termwise differentiation suggests the slope $-\sum_k c_k\,k\,\max(r_c-r,0)^{k-1}$. At this point it is only a named expression.

```lean
/-- The expression `-∑ c_k k max(rc - r, 0)^(k-1)`, with `k` from 3 to `n`. -/
def repulsionSlope (c : ℕ → ℝ) (n : ℕ) (rc r : ℝ) : ℝ :=
  -∑ k ∈ Finset.Icc 3 n, c k * (k * max (rc - r) 0 ^ (k - 1))
```

The candidate for the second derivative is a polynomial in the depth $x$ inside the cutoff:

$$\kappa(x)=\sum_{k=3}^{n}c_k\,k(k-1)\,x^{k-2}.$$

```lean
/-- The polynomial `∑ c_k k (k-1) x^(k-2)` in the depth `x` inside the cutoff, with `k` from
3 to `n`. -/
def curvature (c : ℕ → ℝ) (n : ℕ) (x : ℝ) : ℝ :=
  ∑ k ∈ Finset.Icc 3 n, c k * (k * (k - 1) * x ^ (k - 2))
```

Both candidates rest on the power rule, for natural $m$:

$$\frac{d}{dr}\max(r_c-r,0)^{m+2}=-(m+2)\max(r_c-r,0)^{m+1}.$$

For $r<r_c$ this is the chain rule, and for $r>r_c$ both sides vanish. At $r_c$ the difference quotient is

$$\frac{\max(r_c-s,0)^{m+2}}{s-r_c}=-\max(r_c-s,0)^{m+1}\to 0\quad (s\to r_c).$$

The proof splits into the same three cases.

```lean
/-- A truncated power of order at least two obeys the usual power rule at every distance,
the cutoff included. -/
theorem hasDerivAt_cut (rc r : ℝ) (m : ℕ) :
    HasDerivAt (fun s : ℝ => max (rc - s) 0 ^ (m + 2))
      (-(((m : ℝ) + 2) * max (rc - r) 0 ^ (m + 1))) r := by
  have z1 : (0 : ℝ) ^ (m + 1) = 0 := by simp
  have z2 : (0 : ℝ) ^ (m + 2) = 0 := by simp
  rcases lt_trichotomy r rc with h | h | h
  · have e : max (rc - r) 0 = rc - r := max_eq_left (by linarith)
    have h1 := ((hasDerivAt_id' r).const_sub rc).fun_pow (m + 2)
    refine (h1.congr_of_eventuallyEq ?_).congr_deriv ?_
    · filter_upwards [eventually_lt_nhds h] with s hs
      have es : max (rc - s) 0 = rc - s := max_eq_left (by linarith)
      simp only [es]
    · rw [e, show m + 2 - 1 = m + 1 from rfl]
      push_cast
      ring
  · -- at the cutoff the difference quotient is minus a truncated power
    rw [h, hasDerivAt_iff_tendsto_slope, sub_self, max_self, z1, mul_zero, neg_zero]
    have hc : Continuous (fun s : ℝ => -(max (rc - s) 0 ^ (m + 1))) := by fun_prop
    have ht : Tendsto (fun s : ℝ => -(max (rc - s) 0 ^ (m + 1))) (𝓝[≠] rc) (𝓝 0) := by
      have h2 := hc.tendsto rc
      rw [sub_self, max_self, z1, neg_zero] at h2
      exact h2.mono_left nhdsWithin_le_nhds
    refine ht.congr' ?_
    filter_upwards [self_mem_nhdsWithin] with s hs
    have hs' : s - rc ≠ 0 := sub_ne_zero.mpr hs
    rw [slope_def_field, eq_div_iff hs']
    rcases le_total s rc with h3 | h3
    · have es : max (rc - s) 0 = rc - s := max_eq_left (by linarith)
      simp only [es, sub_self, max_self, z2]
      ring
    · have es : max (rc - s) 0 = 0 := max_eq_right (by linarith)
      simp only [es, sub_self, max_self, z1, z2, neg_zero, zero_mul]
  · have e : max (rc - r) 0 = 0 := max_eq_right (by linarith)
    rw [e, z1, mul_zero, neg_zero]
    refine (hasDerivAt_const r (0 : ℝ)).congr_of_eventuallyEq ?_
    filter_upwards [eventually_gt_nhds h] with s hs
    have es : max (rc - s) 0 = 0 := max_eq_right (by linarith)
    simp only [es, z2]
```

Summing over $k=m+3$ and applying the rule twice gives $U''(r)=\kappa(\max(r_c-r,0))$ at every $r$. This is a polynomial in a continuous function of $r$, so $U$ is twice continuously differentiable; the theorem itself records the two derivatives.

```lean
/-- At every distance the polynomial repulsion has first derivative `repulsionSlope`, whose
derivative is `curvature` at depth `max(rc - r, 0)`. -/
theorem repulsion_derivatives (c : ℕ → ℝ) (n : ℕ) (rc r : ℝ) :
    HasDerivAt (repulsion c n rc) (repulsionSlope c n rc r) r ∧
      HasDerivAt (repulsionSlope c n rc) (curvature c n (max (rc - r) 0)) r := by
  constructor
  · have h : ∀ k ∈ Finset.Icc 3 n, HasDerivAt (fun s : ℝ => c k * max (rc - s) 0 ^ k)
        (-(c k * (k * max (rc - r) 0 ^ (k - 1)))) r := by
      intro k hk
      obtain ⟨m, rfl⟩ := Nat.exists_eq_add_of_le' (Finset.mem_Icc.mp hk).1
      refine ((hasDerivAt_cut rc r (m + 1)).const_mul (c (m + 3))).congr_deriv ?_
      rw [show m + 3 - 1 = m + 2 from rfl]
      push_cast
      ring
    refine (HasDerivAt.fun_sum h).congr_deriv ?_
    simp only [repulsionSlope, Finset.sum_neg_distrib]
  · have h : ∀ k ∈ Finset.Icc 3 n,
        HasDerivAt (fun s : ℝ => c k * (k * max (rc - s) 0 ^ (k - 1)))
        (-(c k * (k * (k - 1) * max (rc - r) 0 ^ (k - 2)))) r := by
      intro k hk
      obtain ⟨m, rfl⟩ := Nat.exists_eq_add_of_le' (Finset.mem_Icc.mp hk).1
      rw [show m + 3 - 1 = m + 2 from rfl, show m + 3 - 2 = m + 1 from rfl]
      refine (((hasDerivAt_cut rc r m).const_mul ((m + 3 : ℕ) : ℝ)).const_mul
        (c (m + 3))).congr_deriv ?_
      push_cast
      ring
    refine (HasDerivAt.fun_sum h).fun_neg.congr_deriv ?_
    simp only [curvature, Finset.sum_neg_distrib, neg_neg]
```

## When the polynomial is convex

If $U$ is convex, its slope is nondecreasing, so the difference quotients of $U'$ at $r=r_c-x$ are nonnegative, and so is their limit $\kappa(x)$. Conversely, $\kappa\ge0$ on $x\ge0$ makes $U'$ nondecreasing and hence $U$ convex.

The criterion concerns the whole line, including negative $r$, and so can ask more than convexity on a physical range of distances.

```lean
/-- The polynomial repulsion is convex on the whole line exactly when its curvature polynomial
is nonnegative at every depth `x ≥ 0`. -/
theorem convex_iff_curvature (c : ℕ → ℝ) (n : ℕ) (rc : ℝ) :
    ConvexOn ℝ univ (repulsion c n rc) ↔ ∀ x, 0 ≤ x → 0 ≤ curvature c n x := by
  have d1 := fun r => (repulsion_derivatives c n rc r).1
  have d2 := fun r => (repulsion_derivatives c n rc r).2
  constructor
  · intro hc x hx
    have hm := (force_repulsive_aux hc d1)
    have h2 := d2 (rc - x)
    rw [sub_sub_cancel, max_eq_left hx] at h2
    -- a nondecreasing slope has nonnegative difference quotients
    refine ge_of_tendsto (hasDerivAt_iff_tendsto_slope.mp h2) (Eventually.of_forall fun s => ?_)
    rw [slope_def_field]
    rcases le_total s (rc - x) with h | h
    · exact div_nonneg_of_nonpos (sub_nonpos.2 (hm h)) (sub_nonpos.2 h)
    · exact div_nonneg (sub_nonneg.2 (hm h)) (sub_nonneg.2 h)
  · intro h
    have hd : deriv (repulsion c n rc) = repulsionSlope c n rc := funext fun r => (d1 r).deriv
    refine Monotone.convexOn_univ_of_deriv (fun r => (d1 r).differentiableAt) ?_
    rw [hd]
    refine monotone_of_deriv_nonneg (fun r => (d2 r).differentiableAt) fun r => ?_
    rw [(d2 r).deriv]
    exact h _ (le_max_right _ _)
where
  force_repulsive_aux {V D : ℝ → ℝ} (hV : ConvexOn ℝ univ V)
      (hD : ∀ r, HasDerivAt V (D r) r) : Monotone D := by
    intro r s hrs
    rcases eq_or_lt_of_le hrs with h | h
    · rw [h]
    · exact (hV.le_slope_of_hasDerivWithinAt (mem_univ r) (mem_univ s) h
        (hD r).hasDerivWithinAt).trans (hV.slope_le_of_hasDerivWithinAt (mem_univ r)
        (mem_univ s) h (hD s).hasDerivWithinAt)
```

If every $c_k\ge0$, each term of $\kappa(x)$ is nonnegative for $x\ge0$.

```lean
/-- A polynomial repulsion with nonnegative coefficients is convex on the whole line. -/
theorem convex_of_coeff_nonneg {c : ℕ → ℝ} {n : ℕ} (rc : ℝ)
    (hc : ∀ k ∈ Finset.Icc 3 n, 0 ≤ c k) : ConvexOn ℝ univ (repulsion c n rc) := by
  refine (convex_iff_curvature c n rc).2 fun x hx => Finset.sum_nonneg fun k hk => ?_
  have h3 : (3 : ℝ) ≤ k := by exact_mod_cast (Finset.mem_Icc.mp hk).1
  exact mul_nonneg (hc k hk)
    (mul_nonneg (mul_nonneg (by linarith) (by linarith)) (pow_nonneg hx _))
```

Nonnegative coefficients are sufficient but not necessary. With $c_3=1$, $c_4=-1$, $c_5=1$,

$$\kappa(x)=6x-12x^2+20x^3=x\left(20\left(x-\tfrac{3}{10}\right)^2+\tfrac{21}{5}\right)\ge0\quad (x\ge 0).$$

```lean
/-- The repulsion with coefficients `c_3 = 1`, `c_4 = -1`, `c_5 = 1` is convex on the whole
line, although one coefficient is negative. -/
theorem convex_with_negative_coeff (rc : ℝ) :
    ConvexOn ℝ univ (repulsion (fun k => if k = 4 then -1 else 1) 5 rc) := by
  refine (convex_iff_curvature _ _ rc).2 fun x hx => ?_
  have e : curvature (fun k => if k = 4 then -1 else 1) 5 x
      = x * (20 * (x - 3 / 10) ^ 2 + 21 / 5) := by
    rw [curvature, show Finset.Icc 3 5 = ({3, 4, 5} : Finset ℕ) from rfl]
    norm_num
    ring
  rw [e]
  positivity
```

Finally, every term of $U$ and of $U'$ contains a positive power of $\max(r_c-r,0)$, so $U(r_c)=U'(r_c)=0$. If $U$ is convex on the line, it is convex on $[r_0,r_c]$ for any $r_0$, and the first theorem applies whatever the signs of the $c_k$.

```lean
/-- Every convex polynomial repulsion, whatever the signs of its coefficients, is nonnegative
and nonincreasing up to the cutoff. -/
theorem repulsion_nonneg_and_antitone {c : ℕ → ℝ} {n : ℕ} {rc : ℝ} (r0 : ℝ)
    (hc : ConvexOn ℝ univ (repulsion c n rc)) :
    (∀ r ∈ Icc r0 rc, 0 ≤ repulsion c n rc r) ∧
      AntitoneOn (repulsion c n rc) (Icc r0 rc) := by
  have h0 : repulsion c n rc rc = 0 := by
    refine Finset.sum_eq_zero fun k hk => ?_
    have h3 := (Finset.mem_Icc.mp hk).1
    rw [sub_self, max_self, zero_pow (by omega), mul_zero]
  have h1 : repulsionSlope c n rc rc = 0 := by
    refine neg_eq_zero.2 (Finset.sum_eq_zero fun k hk => ?_)
    have h3 := (Finset.mem_Icc.mp hk).1
    rw [sub_self, max_self, zero_pow (by omega), mul_zero, mul_zero]
  have hd := (repulsion_derivatives c n rc rc).1
  rw [h1] at hd
  exact nonneg_and_antitone (hc.subset (subset_univ _) (convex_Icc r0 rc)) h0
    hd.hasDerivWithinAt

end

end DFTBRepulsion
```

```lean
#print axioms DFTBRepulsion.nonneg_and_antitone
-- 'DFTBRepulsion.nonneg_and_antitone' depends on axioms: [propext, Classical.choice, Quot.sound]
#print axioms DFTBRepulsion.convex_of_coeff_nonneg
-- 'DFTBRepulsion.convex_of_coeff_nonneg' depends on axioms: [propext, Classical.choice, Quot.sound]
#print axioms DFTBRepulsion.convex_with_negative_coeff
-- 'DFTBRepulsion.convex_with_negative_coeff' depends on axioms: [propext, Classical.choice, Quot.sound]
#print axioms DFTBRepulsion.repulsion_nonneg_and_antitone
-- 'DFTBRepulsion.repulsion_nonneg_and_antitone' depends on axioms: [propext, Classical.choice, Quot.sound]
```
